# The DFT-1/2 trimming function compensates a point half charge within its cutoff

Removing half an electron from an atom changes its electrostatic potential by 1/(2r) at large distance, in Gaussian atomic units. DFT-1/2 adds such a potential to atoms of a crystal to correct for self-interaction. The long-range tails of neighbouring atoms would overlap, so the potential is multiplied by a trimming function that brings it to zero at a cutoff radius c > 0:

h(r) = (1 − (r/c)⁸)³.

Changing a potential changes the charge that produces it. How much charge does the trimming add, and where?

For a half charge concentrated at the origin, the answer is a volume charge of exactly −1/2 inside the cutoff.

## Charge density from Poisson's equation

Let V(r) = h(r)/(2r), with h twice continuously differentiable. Then

V' = h'/(2r) − h/(2r²),

V'' = h''/(2r) − h'/r² + h/r³.

In the radial Laplacian V'' + 2V'/r the terms in h and h' cancel, which leaves h''/(2r). Poisson's equation gives the density

ρ = −(V'' + 2V'/r)/(4π) = −h''/(8πr).

The volume charge within radius R is the integral of 4πr²ρ. Since r h'' is the derivative of r h' − h,

Q(R) = −(1/2) ∫₀ᴿ r h'' dr = (h(R) − R h'(R) − h(0))/2.

The point charge at the origin follows from Gauss's law:

−r²V' = (h − r h')/2 → h(0)/2 as r → 0.

Now take h = (1 − (r/c)ⁿ)ᵐ with n ≥ 1 and m ≥ 2. Its slope is

h' = −(mn/c)(r/c)ⁿ⁻¹(1 − (r/c)ⁿ)ᵐ⁻¹.

Hence h(0) = 1 and h(c) = h'(c) = 0. The point charge is 1/2 and the volume charge is Q(c) = −1/2.

## The compensating charge for n = 8, m = 3

With x = r/c, two differentiations give

c² h'' = −168 x⁶(1 − x⁸)² + 384 x¹⁴(1 − x⁸),

which vanishes at x = 1. Substituting s = x⁸ in the integral,

∫₀ᶜ r h'' dr = −21 ∫₀¹ (1 − s)² ds + 48 ∫₀¹ s(1 − s) ds = −7 + 8 = 1,

so the volume charge is −1/2. Its density is not negative everywhere: h'' changes sign at x⁸ = 7/23, or r ≈ 0.862c. The volume charge is about +1.436 inside that radius, not counting the point charge, and about −1.936 in the shell between it and the cutoff. For c = 3 bohr the change of sign lies near 2.59 bohr.

## Trimming in a crystal calculation

An atomic calculation supplies the potentials of the neutral and the half-ionised atom. The potential of the half-ionised atom minus that of the neutral one is multiplied by h, set to zero beyond c, and added to the potential of the chosen atoms, after which the crystal is solved self-consistently. The cutoff c is commonly chosen to make the band gap extremal.

The real difference potential is 1/(2r) only outside the atom's charge cloud. The theorems on the trimming function treat a point half charge, not the extended one of an actual atom.

## Potentials and charges as definitions

In Lean 4 with Mathlib:

```lean
import Mathlib

open Filter Topology Real

namespace DFTHalfTrimming

noncomputable section
```

The function `trim n m c` is h, often written Θ in descriptions of the method. It is the bare polynomial and is not set to zero beyond c; the charge statements use it only up to the cutoff.

```lean
/-- The trimming function `(1 - (r/c)^n)^m` with cutoff radius `c ≠ 0`. -/
def trim (n m : ℕ) (c r : ℝ) : ℝ := (1 - (r / c) ^ n) ^ m
```

The potential is the electrostatic one, with charges in units of the elementary charge; an electron's potential energy has the opposite sign.

```lean
/-- The potential `h(r)/(2r)` of a half charge, trimmed by `h`, for `r ≠ 0`. -/
def trimmedPotential (h : ℝ → ℝ) (r : ℝ) : ℝ := h r / (2 * r)
```

The density is defined for an arbitrary radial potential `V`, with 4π in the denominator as Gaussian units require.

```lean
/-- The charge density that Poisson's equation (Gaussian units) assigns to a radial
potential `V` at `r ≠ 0`: minus the radial Laplacian of `V`, divided by `4π`. -/
def chargeDensity (V : ℝ → ℝ) (r : ℝ) : ℝ :=
  -(deriv (deriv V) r + 2 / r * deriv V r) / (4 * π)
```

The volume charge integrates this density over spherical shells. The density is an ordinary function, obtained from derivatives of V away from the origin, so the point charge does not enter.

```lean
/-- The volume charge of a radial potential between the origin and radius `R`, without any
point charge at the origin. -/
def volumeCharge (V : ℝ → ℝ) (R : ℝ) : ℝ :=
  ∫ r in (0 : ℝ)..R, 4 * π * r ^ 2 * chargeDensity V r
```

## From the trimmed potential to its density

The hypothesis `ContDiff ℝ 2 h` says that h is twice continuously differentiable on the whole real line. The first lemma passes one order of smoothness to h', which makes h'' continuous.

```lean
/-- The slope of a twice continuously differentiable function is continuously
differentiable. -/
theorem contDiff_slope {h : ℝ → ℝ} (hh : ContDiff ℝ 2 h) : ContDiff ℝ 1 (deriv h) := by
  have h11 : ContDiff ℝ (1 + 1) h := by
    rw [one_add_one_eq_two]
    exact hh
  exact (contDiff_succ_iff_deriv.1 h11).2.2
```

The quotient rule then gives V' for r ≠ 0.

```lean
/-- Away from the origin, the slope of the trimmed potential is `h'/(2r) - h/(2r²)`, for
twice continuously differentiable `h`. -/
theorem deriv_trimmedPotential {h : ℝ → ℝ} (hh : ContDiff ℝ 2 h) {r : ℝ} (hr : r ≠ 0) :
    deriv (trimmedPotential h) r = deriv h r / (2 * r) - h r / (2 * r ^ 2) := by
  have h1 : HasDerivAt h (deriv h r) r := (hh.differentiable (by norm_num) r).hasDerivAt
  have h2 : HasDerivAt (fun x : ℝ => 2 * x) (2 * 1) r := (hasDerivAt_id' r).const_mul 2
  have h3 : HasDerivAt (trimmedPotential h) _ r := h1.fun_div h2 (mul_ne_zero two_ne_zero hr)
  rw [h3.deriv]
  field_simp
```

To differentiate again, the formula for V' must hold in a neighbourhood of r and not just at r; `hev` supplies this, since nearby points are also nonzero. A second quotient rule yields V'', and `field_simp` and `ring` carry out the cancellation in the Laplacian.

```lean
/-- Poisson's equation for the trimmed potential: away from the origin its charge density is
`-h''/(8πr)`, for twice continuously differentiable `h`. -/
theorem chargeDensity_trimmedPotential {h : ℝ → ℝ} (hh : ContDiff ℝ 2 h) {r : ℝ}
    (hr : r ≠ 0) :
    chargeDensity (trimmedPotential h) r = -deriv (deriv h) r / (8 * π * r) := by
  have hev : deriv (trimmedPotential h) =ᶠ[𝓝 r]
      fun x => deriv h x / (2 * x) - h x / (2 * x ^ 2) := by
    filter_upwards [isOpen_ne.mem_nhds hr] with x hx using deriv_trimmedPotential hh hx
  have h1 : HasDerivAt h (deriv h r) r := (hh.differentiable (by norm_num) r).hasDerivAt
  have h2 : HasDerivAt (deriv h) (deriv (deriv h) r) r :=
    ((contDiff_slope hh).differentiable (by norm_num) r).hasDerivAt
  have h3 : HasDerivAt (fun x : ℝ => 2 * x) (2 * 1) r := (hasDerivAt_id' r).const_mul 2
  have h4 : HasDerivAt (fun x : ℝ => 2 * x ^ 2) (4 * r) r :=
    ((hasDerivAt_pow 2 r).const_mul 2).congr_deriv (by simp; ring)
  -- differentiate the slope once more by the quotient rule
  have h5 := (h2.fun_div h3 (mul_ne_zero two_ne_zero hr)).fun_sub
    (h1.fun_div h4 (mul_ne_zero two_ne_zero (pow_ne_zero 2 hr)))
  have hpi : π ≠ 0 := Real.pi_ne_zero
  rw [chargeDensity, hev.deriv_eq, h5.deriv, deriv_trimmedPotential hh hr]
  field_simp
  ring
```

## Volume charge and point charge

Multiplying the density by 4πr² gives −r h''/2 at every r, with r = 0 treated separately.

```lean
/-- The volume charge of the trimmed potential is `-(1/2) ∫ r h''(r) dr`, for twice
continuously differentiable `h`. -/
theorem volumeCharge_eq_integral {h : ℝ → ℝ} (hh : ContDiff ℝ 2 h) (R : ℝ) :
    volumeCharge (trimmedPotential h) R
      = -(1 / 2) * ∫ r in (0 : ℝ)..R, r * deriv (deriv h) r := by
  have key : ∀ r : ℝ, 4 * π * r ^ 2 * chargeDensity (trimmedPotential h) r
      = -(1 / 2) * (r * deriv (deriv h) r) := by
    intro r
    by_cases hr : r = 0
    · simp [hr]
    · have hpi : π ≠ 0 := Real.pi_ne_zero
      rw [chargeDensity_trimmedPotential hh hr]
      field_simp
      ring
  simp only [volumeCharge, key, intervalIntegral.integral_const_mul]
```

The fundamental theorem of calculus, applied to the primitive r h' − h, turns the integral into boundary values.

```lean
/-- The volume charge within `R` depends only on the trimming function at the origin and on
its value and slope at `R`, for twice continuously differentiable `h`. -/
theorem volumeCharge_eq_boundary {h : ℝ → ℝ} (hh : ContDiff ℝ 2 h) (R : ℝ) :
    volumeCharge (trimmedPotential h) R = (h R - R * deriv h R - h 0) / 2 := by
  have hs := contDiff_slope hh
  -- `r h' - h` is a primitive of `r h''`
  have hF : ∀ r ∈ Set.uIcc 0 R,
      HasDerivAt (fun x => x * deriv h x - h x) (r * deriv (deriv h) r) r := by
    intro r _
    have h1 : HasDerivAt h (deriv h r) r := (hh.differentiable (by norm_num) r).hasDerivAt
    have h2 : HasDerivAt (deriv h) (deriv (deriv h) r) r :=
      (hs.differentiable (by norm_num) r).hasDerivAt
    exact (((hasDerivAt_id' r).fun_mul h2).fun_sub h1).congr_deriv (by ring)
  rw [volumeCharge_eq_integral hh, intervalIntegral.integral_eq_sub_of_hasDerivAt hF
    ((continuous_id.mul (hs.continuous_deriv le_rfl)).intervalIntegrable 0 R)]
  ring
```

For the point charge, the flux per unit solid angle, −r²V', equals (h − r h')/2 away from the origin. That expression is continuous, so its limit is its value at 0. The filter `𝓝[≠] 0` approaches from both sides, which includes the physical approach through r > 0.

```lean
/-- The flux per unit solid angle, `-r² V'(r)`, of the trimmed potential tends to `h(0)/2` at the
origin, for twice continuously differentiable `h`: by Gauss's law this is the point charge there. -/
theorem pointCharge_trimmedPotential {h : ℝ → ℝ} (hh : ContDiff ℝ 2 h) :
    Tendsto (fun r => -r ^ 2 * deriv (trimmedPotential h) r) (𝓝[≠] 0) (𝓝 (h 0 / 2)) := by
  have hF : Continuous (fun r => (h r - r * deriv h r) / 2) := by
    have h1 := hh.continuous
    have h2 := (contDiff_slope hh).continuous
    fun_prop
  have ht : Tendsto (fun r => (h r - r * deriv h r) / 2) (𝓝[≠] 0) (𝓝 (h 0 / 2)) := by
    have h0 := hF.tendsto 0
    simp only [zero_mul, sub_zero] at h0
    exact h0.mono_left nhdsWithin_le_nhds
  refine ht.congr' ?_
  filter_upwards [self_mem_nhdsWithin] with r hr
  have hr' : r ≠ 0 := hr
  rw [deriv_trimmedPotential hh hr']
  field_simp
  ring
```

## Compensation at the cutoff

The chain rule gives the slope of the trimming function.

```lean
/-- The slope of the trimming function, by the chain rule. -/
theorem hasDerivAt_trim (n m : ℕ) (c r : ℝ) :
    HasDerivAt (trim n m c)
      (m * (1 - (r / c) ^ n) ^ (m - 1) * (-(n * (r / c) ^ (n - 1) / c))) r := by
  have h1 : HasDerivAt (fun x : ℝ => 1 - (x / c) ^ n) (-(n * (r / c) ^ (n - 1) / c)) r :=
    ((((hasDerivAt_id' r).div_const c).fun_pow n).const_sub 1).congr_deriv (by ring)
  exact h1.fun_pow m
```

The general theorem inserts h(0) = 1 and h(c) = h'(c) = 0 into the two charge formulas. Its first part is the point charge 1/2, its second the volume charge −1/2.

```lean
/-- For `c > 0`, `n ≥ 1` and `m ≥ 2`, the trimmed potential has a point charge `1/2` at the
origin and a volume charge `-1/2` within the cutoff radius. -/
theorem trimming_compensates {n m : ℕ} (hn : n ≠ 0) (hm : 2 ≤ m) {c : ℝ} (hc : 0 < c) :
    Tendsto (fun r => -r ^ 2 * deriv (trimmedPotential (trim n m c)) r) (𝓝[≠] 0)
        (𝓝 (1 / 2)) ∧
      volumeCharge (trimmedPotential (trim n m c)) c = -1 / 2 := by
  have hh : ContDiff ℝ 2 (trim n m c) := by
    change ContDiff ℝ 2 (fun r : ℝ => (1 - (r / c) ^ n) ^ m)
    fun_prop
  have h0 : trim n m c 0 = 1 := by simp [trim, hn]
  have hu : 1 - (c / c) ^ n = 0 := by rw [div_self hc.ne', one_pow, sub_self]
  have h1 : trim n m c c = 0 := by rw [trim, hu, zero_pow (by omega)]
  have h2 : deriv (trim n m c) c = 0 := by
    rw [(hasDerivAt_trim n m c c).deriv, hu, zero_pow (by omega)]
    ring
  constructor
  · have ht := pointCharge_trimmedPotential hh
    rwa [h0] at ht
  · rw [volumeCharge_eq_boundary hh, h0, h1, h2]
    norm_num
```

For DFT-1/2 itself, the next theorem states the three vanishing conditions and the value of the integral. The second derivative is found by writing h' as a squared factor times a smooth one; the product rule leaves a factor 1 − (r/c)⁸ in each term. The integral times −1/2 is the volume charge just computed.

```lean
/-- The DFT-1/2 trimming function `h = (1 - (r/c)^8)^3` with `c > 0` vanishes at the cutoff
with its first two derivatives, and `-(1/2) ∫ r h''(r) dr` over `[0, c]` is `-1/2`. -/
theorem dftHalf_trimming {c : ℝ} (hc : 0 < c) :
    trim 8 3 c c = 0 ∧ deriv (trim 8 3 c) c = 0 ∧ deriv (deriv (trim 8 3 c)) c = 0 ∧
      -(1 / 2) * ∫ r in (0 : ℝ)..c, r * deriv (deriv (trim 8 3 c)) r = -1 / 2 := by
  have hh : ContDiff ℝ 2 (trim 8 3 c) := by
    change ContDiff ℝ 2 (fun r : ℝ => (1 - (r / c) ^ 8) ^ 3)
    fun_prop
  have hcc : c / c = 1 := div_self hc.ne'
  refine ⟨by simp [trim, hcc], by simp [(hasDerivAt_trim 8 3 c c).deriv, hcc], ?_, ?_⟩
  · -- the slope is a squared factor, vanishing at `c`, times a smooth function
    have hfun : deriv (trim 8 3 c) =
        fun r => 3 * trim 8 2 c r * (-(8 * (r / c) ^ 7 / c)) := by
      funext r
      rw [(hasDerivAt_trim 8 3 c r).deriv]
      norm_num [trim]
    have hw : DifferentiableAt ℝ (fun r : ℝ => -(8 * (r / c) ^ 7 / c)) c := by fun_prop
    have hp := ((hasDerivAt_trim 8 2 c c).const_mul 3).fun_mul hw.hasDerivAt
    rw [hfun, hp.deriv]
    simp [trim, hcc]
  · rw [← volumeCharge_eq_integral hh]
    exact (trimming_compensates (by norm_num) (by norm_num) hc).2
```

With m = 1 the slope at the cutoff is −n/c, and the volume charge becomes (n − 1)/2. The condition m ≥ 2 therefore can't be relaxed to m ≥ 1. If the potential is set to zero beyond c, Gauss's law places the missing charge −n/2 in a surface layer at the cutoff, a remark that rests on the hand argument alone. For m ≥ 2 the slope vanishes there and no such layer arises.

```lean
/-- With the first power `1 - (r/c)^n` instead, `n ≥ 1` and `c > 0`, the volume charge within
the cutoff radius is `(n - 1)/2`. -/
theorem volumeCharge_first_power {n : ℕ} (hn : n ≠ 0) {c : ℝ} (hc : 0 < c) :
    volumeCharge (trimmedPotential (trim n 1 c)) c = ((n : ℝ) - 1) / 2 := by
  have hh : ContDiff ℝ 2 (trim n 1 c) := by
    change ContDiff ℝ 2 (fun r : ℝ => (1 - (r / c) ^ n) ^ 1)
    fun_prop
  have hcc : c / c = 1 := div_self hc.ne'
  have h0 : trim n 1 c 0 = 1 := by simp [trim, hn]
  have h1 : trim n 1 c c = 0 := by simp [trim, hcc]
  have h2 : deriv (trim n 1 c) c = -(n / c) := by
    simp [(hasDerivAt_trim n 1 c c).deriv, hcc]
  have h3 : c * ((n : ℝ) / c) = n := by field_simp
  rw [volumeCharge_eq_boundary hh, h0, h1, h2]
  linear_combination (1 / 2) * h3

end

end DFTHalfTrimming
```

```lean
#print axioms DFTHalfTrimming.dftHalf_trimming
#print axioms DFTHalfTrimming.volumeCharge_first_power
```

```
'DFTHalfTrimming.dftHalf_trimming' depends on axioms: [propext, Classical.choice, Quot.sound]
'DFTHalfTrimming.volumeCharge_first_power' depends on axioms: [propext, Classical.choice, Quot.sound]
```
